# The greatest unitary polarisation transfer pairs ordered eigenvalues

Let \(A=V\,\mathrm{diag}(a)\,V^*\) and \(B=W\,\mathrm{diag}(b)\,W^*\) be operators on an \(n\)-level spin system, with \(V\) and \(W\) unitary and the real eigenvalue lists \(a\) and \(b\) both in decreasing order. Then

\[
\max_{U\ \text{unitary}}\ \mathrm{Re}\,\mathrm{tr}(UAU^*B)=\sum_i a_i b_i .
\]

The maximum is reached at \(U=WV^*\), which is \(U=1\) when \(V=W\), as for two diagonal operators whose entries are already in decreasing order (\(V=W=1\)). Levels are numbered \(i=0,\dots,n-1\), and the star denotes the conjugate transpose.

## Polarisation transfer as an overlap

In an NMR experiment, \(A\) may be the polarisation prepared on one spin and \(B\) the spin operator to be reached. In a single scan without relaxation, and with the same Hamiltonian for every copy of the spin system, a pulse sequence acts as a unitary propagator \(U\) and turns \(A\) into \(UAU^*\). Its trace overlap with \(B\) measures how much of the wanted operator is present.

Suppose that

\[
UAU^*=cB+R,\qquad \mathrm{tr}(RB)=0,\qquad B\neq0 .
\]

The number \(c\) is the transfer amplitude, and \(R\) collects everything orthogonal to the target. For finite spin systems without relaxation, the bound gives a ceiling against which the transfer efficiency of a pulse sequence can be compared. Whether a particular Hamiltonian and set of pulses can reach it is a separate question.

## What the theorems state

`diagOp a` is the complex diagonal matrix with real entries \(a_i\), and `overlap U A B` is \(\mathrm{Re}\,\mathrm{tr}(UAU^*B)\). For Hermitian \(A\) and \(B\) the trace is already real, so taking the real part loses nothing. `Antitone a` means that \(a_i\ge a_j\) whenever \(i\le j\); degenerate levels are allowed.

The main theorem, `isGreatest_overlap`, considers the set of overlaps obtained from all members of `Matrix.unitaryGroup (Fin n) ℂ`. It says that \(\sum_i a_ib_i\) belongs to this set and that no member exceeds it. The operators enter through their eigenbases and ordered eigenvalues. The spectral theorem supplies this form for any Hermitian matrix, but the file takes the form as given.

Two further results concern diagonal operators with entries in decreasing order:

- `isLeast_overlap` gives the least overlap as \(\sum_i a_i b_{n-1-i}\), where `i.rev` is the level \(n-1-i\).
- `transfer_amplitude_le` gives \(c\le\sum_i a_ib_i/\sum_i b_i^2\) for the decomposition above, with \(c\) real.

For two spins one-half, \(I_{1z}\) and \(I_{2z}\) are both diagonal in the product basis, but no numbering of the levels puts both diagonals in decreasing order. The main theorem covers this pair through \(V\) and \(W\). The two further results extend to it, and to general eigenbases, by applying them to the propagator \(W^*UV\) and the remainder \(W^*RW\); the file does not state this extension.

The model is finite-dimensional and its evolution is unitary, so relaxation is absent. Non-Hermitian targets, such as a single coherence order selected by a lowering operator, are not covered.

## From matrix elements to permutations

Take \(A=\mathrm{diag}(a)\) and \(B=\mathrm{diag}(b)\) first. The diagonal elements of the transformed operator are

\[
(UAU^*)_{ii}=\sum_j U_{ij}\,a_j\,\overline{U_{ij}}=\sum_j |U_{ij}|^2a_j ,
\]

and therefore

\[
\mathrm{Re}\,\mathrm{tr}(UAU^*B)=\sum_{i,j}|U_{ij}|^2a_jb_i .
\]

The numbers \(P_{ij}=|U_{ij}|^2\) are transition probabilities. They are nonnegative, and unitarity fixes their row and column sums:

\[
\sum_jP_{ij}=(UU^*)_{ii}=1,\qquad \sum_iP_{ij}=(U^*U)_{jj}=1 .
\]

Such a matrix is called doubly stochastic. Birkhoff's theorem writes it as a weighted mean of permutation matrices,

\[
P_{ij}=\sum_\sigma w_\sigma\,\delta_{\sigma(i),j},\qquad w_\sigma\ge0,\qquad \sum_\sigma w_\sigma=1 ,
\]

where \(\sigma\) runs over the permutations of the levels. The overlap becomes

\[
\sum_\sigma w_\sigma\sum_i b_i a_{\sigma(i)} .
\]

## Ordering the levels gives the maximum

Suppose that \(i<k\) but \(\sigma(i)>\sigma(k)\). Exchanging the two values of \(\sigma\) changes the inner sum by

\[
(b_i-b_k)(a_{\sigma(k)}-a_{\sigma(i)})\ge0 ,
\]

because both lists decrease. Each such exchange reduces the number of inverted pairs, so repeating it leads to the identity permutation without ever lowering the sum. Hence \(\sum_i b_ia_{\sigma(i)}\le\sum_i a_ib_i\) for every \(\sigma\), and the weighted mean obeys the same bound. At \(U=1\) the overlap equals \(\sum_i a_ib_i\).

For general eigenbases, cyclicity of the trace gives

\[
\mathrm{tr}\bigl(U\,V\mathrm{diag}(a)V^*\,U^*\,W\mathrm{diag}(b)W^*\bigr)
=\mathrm{tr}\bigl(U'\,\mathrm{diag}(a)\,U'^*\,\mathrm{diag}(b)\bigr),\qquad U'=W^*UV .
\]

Since \(U'\) is unitary, the diagonal bound applies. Choosing \(U=WV^*\) makes \(U'=1\) and reaches it.

## The minimum and the transfer amplitude

Take \(A=\mathrm{diag}(a)\) and \(B=\mathrm{diag}(b)\) again, and let \(J\) be the permutation matrix that reverses the levels. Replacing \(U\) by \(JU\) reverses its rows, which has the same effect on the overlap as reversing the list \(b\). The list \(-b_{n-1-i}\) is again decreasing. Applying the upper bound to it with the propagator \(JU\) gives

\[
-\mathrm{Re}\,\mathrm{tr}(UAU^*B)\le-\sum_i a_i b_{n-1-i} .
\]

A change of sign yields the lower bound, which \(U=J\) attains.

For the amplitude, multiply \(UAU^*=cB+R\) by \(B\) and take the trace. The term with \(R\) vanishes, so

\[
c\sum_i b_i^2=\mathrm{Re}\,\mathrm{tr}(UAU^*B)\le\sum_i a_ib_i .
\]

Division by \(\sum_i b_i^2>0\) gives the stated bound.

## One and two levels

For \(n=1\), \(U\) is a phase and the overlap is always \(a_0b_0\), so the maximum and minimum coincide.

For \(n=2\), put \(p=|U_{00}|^2\). The overlap is

\[
p(a_0b_0+a_1b_1)+(1-p)(a_0b_1+a_1b_0) .
\]

With \(a=b=(\tfrac12,-\tfrac12)\), both operators are \(I_z\) of a spin one-half and the overlap is \((2p-1)/2\). A pulse of flip angle \(\theta\) about a transverse axis has \(p=\cos^2(\theta/2)\). The overlap is then \(\tfrac12\cos\theta\) and the amplitude is \(c=\cos\theta\), running from \(1\) without a pulse to \(-1\) after inversion.

## The Lean file

```lean
import Mathlib

open Matrix

namespace PolarisationTransfer

noncomputable section

variable {n : ℕ}

/-- The diagonal spin operator with real diagonal entries `a`. -/
def diagOp (a : Fin n → ℝ) : Matrix (Fin n) (Fin n) ℂ :=
  Matrix.diagonal fun i => (a i : ℂ)

/-- The overlap `Re tr(U A U* B)` of the transformed operator `U A U*` with the operator `B`. -/
def overlap (U A B : Matrix (Fin n) (Fin n) ℂ) : ℝ :=
  (Matrix.trace (U * A * Uᴴ * B)).re

/-- The matrix of squared moduli `|U i j|²`. -/
def transitionProb (U : Matrix (Fin n) (Fin n) ℂ) : Matrix (Fin n) (Fin n) ℝ :=
  Matrix.of fun i j => Complex.normSq (U i j)

/-- For diagonal operators the overlap is the sum of `a j * b i` weighted by `|U i j|²`. -/
theorem overlap_diag (U : Matrix (Fin n) (Fin n) ℂ) (a b : Fin n → ℝ) :
    overlap U (diagOp a) (diagOp b) =
      ∑ i, ∑ j, Complex.normSq (U i j) * (a j * b i) := by
  simp only [overlap, diagOp, Matrix.trace, Matrix.diag_apply, Matrix.mul_diagonal,
    Complex.re_sum]
  refine Finset.sum_congr rfl fun i _ => ?_
  rw [Matrix.mul_apply, Finset.sum_mul, Complex.re_sum]
  refine Finset.sum_congr rfl fun j _ => ?_
  rw [Matrix.mul_diagonal, Matrix.conjTranspose_apply]
  simp only [Complex.star_def, Complex.mul_re, Complex.mul_im, Complex.conj_re,
    Complex.conj_im, Complex.ofReal_re, Complex.ofReal_im, Complex.normSq_apply]
  ring

/-- The transition probabilities of a unitary propagator form a doubly stochastic matrix. -/
theorem transitionProb_mem {U : Matrix (Fin n) (Fin n) ℂ}
    (hU : U ∈ Matrix.unitaryGroup (Fin n) ℂ) :
    transitionProb U ∈ doublyStochastic ℝ (Fin n) := by
  have h : U * Uᴴ = 1 := Matrix.mem_unitaryGroup_iff.mp hU
  have h' : Uᴴ * U = 1 := Matrix.mem_unitaryGroup_iff'.mp hU
  refine mem_doublyStochastic_iff_sum.mpr
    ⟨fun i j => Complex.normSq_nonneg _, fun i => ?_, fun i => ?_⟩
  · have e := congrArg Complex.re (congrFun (congrFun h i) i)
    simp only [Matrix.mul_apply, Matrix.conjTranspose_apply, Matrix.one_apply_eq,
      Complex.re_sum, Complex.one_re, Complex.star_def, Complex.mul_re, Complex.conj_re,
      Complex.conj_im] at e
    refine Eq.trans (Finset.sum_congr rfl fun j _ => ?_) e
    simp only [transitionProb, Matrix.of_apply, Complex.normSq_apply]
    ring
  · have e := congrArg Complex.re (congrFun (congrFun h' i) i)
    simp only [Matrix.mul_apply, Matrix.conjTranspose_apply, Matrix.one_apply_eq,
      Complex.re_sum, Complex.one_re, Complex.star_def, Complex.mul_re, Complex.conj_re,
      Complex.conj_im] at e
    refine Eq.trans (Finset.sum_congr rfl fun j _ => ?_) e
    simp only [transitionProb, Matrix.of_apply, Complex.normSq_apply]
    ring

/-- For diagonal operators with entries in decreasing order, no unitary propagator gives an
overlap above `∑ a i * b i`. -/
theorem overlap_le {U : Matrix (Fin n) (Fin n) ℂ} (hU : U ∈ Matrix.unitaryGroup (Fin n) ℂ)
    {a b : Fin n → ℝ} (ha : Antitone a) (hb : Antitone b) :
    overlap U (diagOp a) (diagOp b) ≤ ∑ i, a i * b i := by
  -- Birkhoff: the transition probabilities are a weighted mean of permutations
  obtain ⟨w, hw, hs, hM⟩ := exists_eq_sum_perm_of_mem_doublyStochastic (transitionProb_mem hU)
  have hent : ∀ i j, Complex.normSq (U i j) =
      ∑ σ : Equiv.Perm (Fin n), w σ * (if σ i = j then 1 else 0) := by
    intro i j
    rw [show Complex.normSq (U i j) = transitionProb U i j from rfl, ← hM, Matrix.sum_apply]
    refine Finset.sum_congr rfl fun σ _ => ?_
    simp [Equiv.Perm.permMatrix, PEquiv.toMatrix_apply, Equiv.toPEquiv_apply]
  have hrow : ∀ i, ∑ j, Complex.normSq (U i j) * (a j * b i) =
      ∑ σ : Equiv.Perm (Fin n), w σ * (b i * a (σ i)) := by
    intro i
    simp_rw [hent, Finset.sum_mul]
    rw [Finset.sum_comm]
    refine Finset.sum_congr rfl fun σ _ => ?_
    rw [Finset.sum_eq_single (σ i)]
    · rw [if_pos rfl]
      ring
    · intro j _ hj
      rw [if_neg (Ne.symm hj)]
      ring
    · intro h
      exact absurd (Finset.mem_univ _) h
  rw [overlap_diag, Finset.sum_congr rfl (fun i _ => hrow i), Finset.sum_comm]
  -- rearrangement: each permutation gives at most the ordered pairing
  calc ∑ σ : Equiv.Perm (Fin n), ∑ i, w σ * (b i * a (σ i))
      ≤ ∑ σ : Equiv.Perm (Fin n), w σ * ∑ i, b i * a i := by
        refine Finset.sum_le_sum fun σ _ => ?_
        rw [← Finset.mul_sum]
        exact mul_le_mul_of_nonneg_left
          (hb.monovary ha).sum_mul_comp_perm_le_sum_mul (hw σ)
    _ = ∑ i, a i * b i := by
        rw [← Finset.sum_mul, hs, one_mul]
        exact Finset.sum_congr rfl fun i _ => mul_comm _ _

/-- With the identity as propagator, the overlap of two diagonal operators is `∑ a i * b i`. -/
theorem overlap_one (a b : Fin n → ℝ) :
    overlap 1 (diagOp a) (diagOp b) = ∑ i, a i * b i := by
  simp only [overlap, diagOp, one_mul, Matrix.conjTranspose_one, mul_one,
    Matrix.diagonal_mul_diagonal, Matrix.trace_diagonal, Complex.re_sum]
  exact Finset.sum_congr rfl fun i _ => by simp

/-- Changes of basis `V` and `W` of the two operators can be absorbed into the propagator. -/
theorem overlap_rotate (U V W A B : Matrix (Fin n) (Fin n) ℂ) :
    overlap U (V * A * Vᴴ) (W * B * Wᴴ) = overlap (Wᴴ * U * V) A B := by
  have h : U * (V * A * Vᴴ) * Uᴴ * (W * B * Wᴴ) =
      (U * V * A * Vᴴ * Uᴴ * W * B) * Wᴴ := by
    simp only [Matrix.mul_assoc]
  unfold overlap
  rw [h, Matrix.trace_mul_comm]
  simp only [Matrix.conjTranspose_mul, Matrix.conjTranspose_conjTranspose, Matrix.mul_assoc]

/-- Universal bound on unitary polarisation transfer: for operators with eigenbases `V`, `W` and
decreasingly ordered eigenvalues `a`, `b`, the greatest overlap over all unitary propagators is
`∑ a i * b i`. -/
theorem isGreatest_overlap {V W : Matrix (Fin n) (Fin n) ℂ}
    (hV : V ∈ Matrix.unitaryGroup (Fin n) ℂ) (hW : W ∈ Matrix.unitaryGroup (Fin n) ℂ)
    {a b : Fin n → ℝ} (ha : Antitone a) (hb : Antitone b) :
    IsGreatest {x : ℝ | ∃ U ∈ Matrix.unitaryGroup (Fin n) ℂ,
      x = overlap U (V * diagOp a * Vᴴ) (W * diagOp b * Wᴴ)} (∑ i, a i * b i) := by
  have hstar : ∀ X ∈ Matrix.unitaryGroup (Fin n) ℂ, Xᴴ ∈ Matrix.unitaryGroup (Fin n) ℂ := by
    intro X hX
    refine Matrix.mem_unitaryGroup_iff.mpr ?_
    rw [← Matrix.star_eq_conjTranspose, star_star]
    exact Matrix.mem_unitaryGroup_iff'.mp hX
  constructor
  · -- the propagator W V* carries the eigenbasis of A to that of B
    refine ⟨W * Vᴴ, mul_mem hW (hstar V hV), ?_⟩
    have hV' : Vᴴ * V = 1 := Matrix.mem_unitaryGroup_iff'.mp hV
    have hW' : Wᴴ * W = 1 := Matrix.mem_unitaryGroup_iff'.mp hW
    have h : Wᴴ * (W * Vᴴ) * V = (Wᴴ * W) * (Vᴴ * V) := by
      simp only [Matrix.mul_assoc]
    rw [overlap_rotate, h, hV', hW', one_mul, overlap_one]
  · rintro x ⟨U, hU, rfl⟩
    rw [overlap_rotate]
    exact overlap_le (mul_mem (mul_mem (hstar W hW) hU) hV) ha hb

/-- For diagonal operators, reversing the rows of the propagator has the same effect on the overlap
as reversing the diagonal of the target operator. -/
theorem overlap_reverse (U : Matrix (Fin n) (Fin n) ℂ) (a b : Fin n → ℝ) :
    overlap (U.submatrix Fin.rev id) (diagOp a) (diagOp b) =
      overlap U (diagOp a) (diagOp fun i => b i.rev) := by
  rw [overlap_diag, overlap_diag]
  refine Fintype.sum_equiv Fin.revPerm _ _ fun i => ?_
  simp

/-- For diagonal operators with entries in decreasing order, the least overlap over all unitary
propagators pairs `a` with the reversed list `b`. -/
theorem isLeast_overlap {a b : Fin n → ℝ} (ha : Antitone a) (hb : Antitone b) :
    IsLeast {x : ℝ | ∃ U ∈ Matrix.unitaryGroup (Fin n) ℂ,
      x = overlap U (diagOp a) (diagOp b)} (∑ i, a i * b i.rev) := by
  have hrev : ∀ U ∈ Matrix.unitaryGroup (Fin n) ℂ,
      U.submatrix Fin.rev id ∈ Matrix.unitaryGroup (Fin n) ℂ := by
    intro U hU
    have h : U * Uᴴ = 1 := Matrix.mem_unitaryGroup_iff.mp hU
    refine Matrix.mem_unitaryGroup_iff.mpr ?_
    ext i j
    have e := congrFun (congrFun h i.rev) j.rev
    simpa [Matrix.mul_apply, Matrix.one_apply] using e
  constructor
  · exact ⟨_, hrev 1 (one_mem _), by rw [overlap_reverse, overlap_one]⟩
  · rintro x ⟨U, hU, rfl⟩
    -- apply the upper bound to the reversed list with opposite sign
    have hb' : Antitone fun i : Fin n => -b i.rev :=
      fun i j hij => neg_le_neg (hb (Fin.rev_le_rev.mpr hij))
    have h := overlap_le (hrev U hU) ha hb'
    rw [overlap_reverse] at h
    simp only [Fin.rev_rev, overlap_diag, mul_neg, Finset.sum_neg_distrib] at h
    rw [overlap_diag]
    linarith

/-- If a unitary propagator turns the diagonal operator `A` into `c B + R`, with `B` diagonal and
nonzero, `tr(R B) = 0` and both diagonals in decreasing order, then the transfer amplitude `c`
is at most `∑ a i * b i / ∑ (b i)²`. -/
theorem transfer_amplitude_le {U R : Matrix (Fin n) (Fin n) ℂ}
    (hU : U ∈ Matrix.unitaryGroup (Fin n) ℂ) {a b : Fin n → ℝ}
    (ha : Antitone a) (hb : Antitone b) (hb0 : b ≠ 0) {c : ℝ}
    (h : U * diagOp a * Uᴴ = (c : ℂ) • diagOp b + R)
    (hR : Matrix.trace (R * diagOp b) = 0) :
    c ≤ (∑ i, a i * b i) / ∑ i, b i ^ 2 := by
  obtain ⟨i, hi⟩ := Function.ne_iff.mp hb0
  have hi' : b i ≠ 0 := hi
  have hpos : 0 < ∑ i, b i ^ 2 :=
    Finset.sum_pos' (fun j _ => sq_nonneg (b j)) ⟨i, Finset.mem_univ i, by positivity⟩
  have hBB : Matrix.trace (diagOp b * diagOp b) = ((∑ i, b i ^ 2 : ℝ) : ℂ) := by
    simp [diagOp, Matrix.diagonal_mul_diagonal, Matrix.trace_diagonal, sq]
  -- projecting on B leaves only the amplitude c
  have hc : overlap U (diagOp a) (diagOp b) = c * ∑ i, b i ^ 2 := by
    unfold overlap
    rw [h, Matrix.add_mul, Matrix.trace_add, hR, add_zero, Matrix.smul_mul,
      Matrix.trace_smul, hBB, smul_eq_mul, ← Complex.ofReal_mul, Complex.ofReal_re]
  rw [le_div_iff₀ hpos, ← hc]
  exact overlap_le hU ha hb

end

end PolarisationTransfer
```

```lean
#print axioms PolarisationTransfer.isGreatest_overlap
#print axioms PolarisationTransfer.isLeast_overlap
#print axioms PolarisationTransfer.transfer_amplitude_le
```

```
'PolarisationTransfer.isGreatest_overlap' depends on axioms: [propext, Classical.choice, Quot.sound]
'PolarisationTransfer.isLeast_overlap' depends on axioms: [propext, Classical.choice, Quot.sound]
'PolarisationTransfer.transfer_amplitude_le' depends on axioms: [propext, Classical.choice, Quot.sound]
```

## How the lemmas carry the argument

`overlap_diag` expands the trace into the double sum over \(|U_{ij}|^2a_jb_i\). `transitionProb_mem` proves double stochasticity by reading the real parts of the diagonal entries of \(UU^*=1\) and \(U^*U=1\).

`overlap_le` contains the central argument. Mathlib's version of Birkhoff's theorem supplies the weights `w`, their nonnegativity `hw`, their sum `hs` and the decomposition `hM`. The step `hent` writes this decomposition entry by entry, and `hrow` uses it to collapse the sum over \(j\) to the single term \(j=\sigma(i)\). After the order of summation is exchanged, the `calc` block applies the rearrangement inequality to each permutation. Mathlib's lemma for this takes the place of the exchange argument above; its hypothesis, `hb.monovary ha`, expresses that the two lists are ordered alike. Nonnegative weights preserve the inequality, and their unit sum removes them from the bound.

`overlap_one` evaluates the diagonal case at the identity, and `overlap_rotate` moves the eigenbases into the propagator by cyclicity. `isGreatest_overlap` combines them: its first part exhibits \(WV^*\), and its second applies `overlap_le` to \(W^*UV\).

`overlap_reverse` relates reversed rows to a reversed target list. In `isLeast_overlap`, `hrev` shows that row reversal preserves unitarity, `hb'` checks the order of the reversed, negated list, and `linarith` performs the final change of sign.

In `transfer_amplitude_le`, `hpos` establishes that the denominator is positive and `hc` carries out the projection onto \(B\). The bound on \(c\) then follows from `overlap_le`.
